# Chemical Potential and Hardness from the Parabola through Three Energies

To estimate the chemical potential and the hardness of a molecule from total energies, one can run three calculations at a fixed geometry, with $N-1$, $N$ and $N+1$ electrons, and take differences. The first difference is the ionization energy $I = E(N-1)-E(N)$, the second is the electron affinity $A = E(N)-E(N+1)$. The estimates are then $-(I+A)/2$ for the chemical potential and $I-A$ for the hardness. Both are derivatives of an energy curve at $N$, but three calculations give three points and no curve. The formulas follow once the curve is assumed to be a polynomial of degree at most 2.

## The parabola and its derivatives at $N$

**Claim.** Exactly one real polynomial $p$ of degree at most 2 takes the values $E(N-1)$, $E(N)$, $E(N+1)$ at $N-1$, $N$, $N+1$. It satisfies

$$p'(N) = -\frac{I+A}{2}, \qquad p''(N) = I-A .$$

The degree bound is a physical assumption: the energy varies smoothly with a fractional electron number, and its curvature is constant.

Let $u$ be the displacement from $N$ and write $p(N+u) = c_0 + c_1u + c_2u^2$. The point $u=0$ gives $c_0 = E(N)$. The other two points give

$$c_2 - c_1 = E(N-1)-E(N) = I, \qquad c_2 + c_1 = E(N+1)-E(N) = -A .$$

Adding and subtracting these equations yields $c_2 = (I-A)/2$ and $c_1 = -(I+A)/2$. The coefficients are therefore fixed, and with these values all three conditions hold, which proves existence and uniqueness. The derivatives at $N$ are $c_1$ and $2c_2$.

With the electronegativity $\chi = (I+A)/2$ and the hardness $\eta = I-A$, the parabola reads

$$p(N+u) = E(N) - \chi u + \tfrac{1}{2}\eta u^2 .$$

## What a cubic term changes

Now allow a further term $c_3u^3$. The two outer conditions become

$$-c_1 + c_2 - c_3 = I, \qquad c_1 + c_2 + c_3 = -A .$$

Their sum still gives $2c_2 = I-A$, so the curvature at $N$ is unchanged. Their difference gives only $c_1 + c_3 = -\chi$. Any slope $s$ can be reached by choosing $c_3 = -\chi - s$.

A small example shows what is lost without the degree bound. Let all three energies be zero, a choice made for simplicity and not taken from a molecule, so that $I=A=0$. The cubic $u^3-u$ passes through the points, yet its slope at $u=0$ is $-1$, not $0$. At degree 4 the curvature formula fails as well: $u^4-u^2$ also passes through the points, and its second derivative at $u=0$ is $-2$.

## Charge transfer between two parabolic species

Take a first species with energies $E$ and $M$ electrons, and a second with energies $F$ and $N$ electrons. Let $\chi_1,\eta_1$ and $\chi_2,\eta_2$ be their electronegativities and hardnesses. When $q$ electrons move from the second to the first, the joint energy is

$$W(q) = E(M) + F(N) - (\chi_1-\chi_2)\,q + \tfrac{1}{2}(\eta_1+\eta_2)\,q^2 .$$

The slopes of the two parabolas at the new electron numbers are $-\chi_1+\eta_1q$ and $-\chi_2-\eta_2q$. Assume $\eta_1+\eta_2>0$, which means that the joint energy curves upwards as charge moves. The slopes then agree exactly at

$$q^* = \frac{\chi_1-\chi_2}{\eta_1+\eta_2}.$$

Completing the square gives

$$W(q) = W(q^*) + \tfrac{1}{2}(\eta_1+\eta_2)(q-q^*)^2 .$$

Hence $q^*$ is the only minimizer, and setting $q=0$ shows that the energy drops by

$$W(0)-W(q^*) = \frac{(\chi_1-\chi_2)^2}{2(\eta_1+\eta_2)} .$$

If the total hardness is negative, equal slopes mark a maximum. The following numbers are invented to illustrate this; they give a negative ionization energy, which exact ground-state energies at fixed nuclei never do. Let both species have one electron and energies $-1, 0, -1$ for zero, one and two electrons. Then $\chi_1=\chi_2=0$ and $\eta_1=\eta_2=-2$, so $W(q)=-2q^2$. The slopes agree at $q=0$, where the joint energy is largest.

## Energies, differences and interpolants in Lean

```lean
import Mathlib

open Polynomial

namespace ParabolicChemicalPotential

noncomputable section
```

The energies form a function `E : ℤ → ℝ` of the electron number. Integers make $N-1$ a true subtraction, whereas subtraction of natural numbers would turn $0-1$ into $0$. The statements consequently hold for every integer $N$, although the physical case is $N\ge1$. Nothing is assumed about where the energies come from: they are arbitrary real numbers, not eigenvalues of a given Hamiltonian.

```lean
/-- Ionization energy of the `N`-electron species: `I = E(N-1) - E(N)`. -/
def ionization (E : ℤ → ℝ) (N : ℤ) : ℝ := E (N - 1) - E N

/-- Electron affinity of the `N`-electron species: `A = E(N) - E(N+1)`. -/
def affinity (E : ℤ → ℝ) (N : ℤ) : ℝ := E N - E (N + 1)

/-- Mulliken electronegativity `(I + A) / 2`. -/
def electronegativity (E : ℤ → ℝ) (N : ℤ) : ℝ := (ionization E N + affinity E N) / 2

/-- Chemical hardness, in the convention `I - A`. -/
def hardness (E : ℤ → ℝ) (N : ℤ) : ℝ := ionization E N - affinity E N
```

The last definition fixes a convention, since some authors define the hardness as half of $I-A$. With the choice made here, the hardness is the full second derivative.

```lean
/-- The polynomial `p` reproduces the energies at `N - 1`, `N` and `N + 1` electrons. -/
def Interpolates (E : ℤ → ℝ) (N : ℤ) (p : ℝ[X]) : Prop :=
  p.eval ((N : ℝ) - 1) = E (N - 1) ∧ p.eval (N : ℝ) = E N ∧
    p.eval ((N : ℝ) + 1) = E (N + 1)
```

`Interpolates E N p` collects the three conditions on a polynomial `p : ℝ[X]`. The expression `(N : ℝ)` is the integer $N$ read as a real number, because the polynomial is also evaluated at fractional electron numbers.

```lean
/-- The parabolic energy model, expanded around `N` electrons. -/
def parabola (E : ℤ → ℝ) (N : ℤ) : ℝ[X] :=
  C (E N) - C (electronegativity E N) * (X - C (N : ℝ))
    + C (hardness E N / 2) * (X - C (N : ℝ)) ^ 2
```

This is $E(N)-\chi u+\tfrac12\eta u^2$ with $u$ replaced by the polynomial $X-N$; `C` turns a real number into a constant polynomial.

## Value and slope of the parabola

```lean
/-- The energy of the parabolic model at a fractional electron number `x`. -/
theorem eval_parabola (E : ℤ → ℝ) (N : ℤ) (x : ℝ) :
    (parabola E N).eval x =
      E N - electronegativity E N * (x - N) + hardness E N / 2 * (x - N) ^ 2 := by
  simp only [parabola, eval_add, eval_sub, eval_mul, eval_pow, eval_C, eval_X]

/-- The slope of the parabolic model is linear in the electron number `x`. -/
theorem slope_parabola (E : ℤ → ℝ) (N : ℤ) (x : ℝ) :
    (derivative (parabola E N)).eval x =
      -electronegativity E N + hardness E N * (x - N) := by
  simp only [parabola, pow_two, derivative_add, derivative_sub, derivative_mul,
    derivative_C, derivative_X, eval_add, eval_sub, eval_mul, eval_C, eval_X,
    eval_zero, eval_one]
  ring
```

The first lemma evaluates the model at any real $x$. The second differentiates it and gives $-\chi+\eta(x-N)$, the form needed later for the slopes after charge transfer.

```lean
/-- The parabolic model reproduces the three energies. -/
theorem parabola_interpolates (E : ℤ → ℝ) (N : ℤ) : Interpolates E N (parabola E N) := by
  refine ⟨?_, ?_, ?_⟩ <;> rw [eval_parabola] <;>
    simp only [electronegativity, hardness, ionization, affinity] <;> ring
```

Existence is checked by substitution. At each of the three electron numbers, the proof inserts the definitions of $\chi$, $\eta$, $I$ and $A$, and `ring` confirms the resulting identity.

## Uniqueness by Lagrange weights

```lean
/-- Every polynomial of degree at most 2 through the three energies is the parabolic model. -/
theorem eq_parabola (E : ℤ → ℝ) (N : ℤ) (p : ℝ[X]) (hp : p.natDegree ≤ 2)
    (h : Interpolates E N p) : p = parabola E N := by
  obtain ⟨a, b, c, rfl⟩ : ∃ a b c : ℝ, p = C a + C b * X + C c * (X * X) := by
    refine ⟨p.coeff 0, p.coeff 1, p.coeff 2, ?_⟩
    conv_lhs => rw [p.as_sum_range' 3 (by omega)]
    simp only [Finset.sum_range_succ, Finset.sum_range_zero, ← C_mul_X_pow_eq_monomial]
    ring
  obtain ⟨h1, h2, h3⟩ := h
  simp only [eval_add, eval_mul, eval_C, eval_X] at h1 h2 h3
  -- compare values at every point, using the Lagrange weights of the three nodes
  apply Polynomial.funext
  intro r
  rw [eval_parabola]
  simp only [eval_add, eval_mul, eval_C, eval_X, electronegativity, hardness,
    ionization, affinity]
  linear_combination ((r - N) * (r - N - 1) / 2) * h1 + (1 - (r - N) ^ 2) * h2
    + ((r - N) * (r - N + 1) / 2) * h3
```

The hypothesis `p.natDegree ≤ 2` first lets the proof write `p` with three coefficients `a`, `b`, `c`. These belong to powers of $X$, not to powers of the displacement used in the derivation by hand. The proof doesn't solve for them. It compares the values of the two polynomials at every real $r$, which is enough by `Polynomial.funext`. With $u=r-N$, a quadratic satisfies

$$p(r) = \tfrac{u(u-1)}{2}\,p(N-1) + (1-u^2)\,p(N) + \tfrac{u(u+1)}{2}\,p(N+1).$$

The three weights are the multipliers of `h1`, `h2` and `h3` in the `linear_combination` line, where these hypotheses supply the prescribed energies.

## The chemical potential and hardness theorem

```lean
/-- Exactly one polynomial of degree at most 2 passes through the three energies; at `N` its
first derivative is `-(I + A) / 2` and its second derivative is `I - A`. -/
theorem chemical_potential_and_hardness (E : ℤ → ℝ) (N : ℤ) :
    (∃! p : ℝ[X], p.natDegree ≤ 2 ∧ Interpolates E N p) ∧
    ∀ p : ℝ[X], p.natDegree ≤ 2 → Interpolates E N p →
      (derivative p).eval (N : ℝ) = -(ionization E N + affinity E N) / 2 ∧
      (derivative (derivative p)).eval (N : ℝ) = ionization E N - affinity E N := by
  constructor
  · refine ⟨parabola E N, ⟨?_, parabola_interpolates E N⟩, ?_⟩
    · unfold parabola
      compute_degree!
    · rintro p ⟨hp, h⟩
      exact eq_parabola E N p hp h
  · intro p hp h
    rw [eq_parabola E N p hp h]
    constructor
    · rw [slope_parabola, electronegativity]
      ring
    · simp only [parabola, hardness, pow_two, derivative_add, derivative_sub, derivative_mul,
        derivative_C, derivative_X, derivative_zero, derivative_one, eval_add, eval_sub,
        eval_mul, eval_C, eval_X, eval_zero, eval_one]
      ring
```

The first part, written with `∃!`, says that exactly one polynomial has degree at most 2 and reproduces the three energies. The second part says that every such polynomial has first derivative $-(I+A)/2$ and second derivative $I-A$ at $N$. "At most 2" includes the case $I=A$, in which the three points lie on a line.

For existence the proof supplies `parabola E N`, whose degree bound is found by `compute_degree!`; uniqueness is `eq_parabola`. For the derivatives, the same lemma replaces `p` by the explicit parabola, which is then differentiated.

In conceptual density functional theory these two numbers serve as finite-difference estimates of the derivatives of the energy with respect to electron number, within a model that assumes a parabola between the integers. The theorem fixes the derivatives of that parabola and gives no bound on its distance from any other energy curve.

## The same curvature, any slope

```lean
/-- Every polynomial of degree at most 3 through the three energies has second derivative
`I - A` at `N`. -/
theorem cubic_curvature (E : ℤ → ℝ) (N : ℤ) (p : ℝ[X]) (hp : p.natDegree ≤ 3)
    (h : Interpolates E N p) :
    (derivative (derivative p)).eval (N : ℝ) = ionization E N - affinity E N := by
  obtain ⟨a, b, c, d, rfl⟩ : ∃ a b c d : ℝ,
      p = C a + C b * X + C c * (X * X) + C d * (X * X * X) := by
    refine ⟨p.coeff 0, p.coeff 1, p.coeff 2, p.coeff 3, ?_⟩
    conv_lhs => rw [p.as_sum_range' 4 (by omega)]
    simp only [Finset.sum_range_succ, Finset.sum_range_zero, ← C_mul_X_pow_eq_monomial]
    ring
  obtain ⟨h1, h2, h3⟩ := h
  simp only [eval_add, eval_mul, eval_C, eval_X] at h1 h2 h3
  simp only [derivative_add, derivative_mul, derivative_C, derivative_X, derivative_zero,
    derivative_one, eval_add, eval_mul, eval_C, eval_X, eval_zero, eval_one,
    ionization, affinity]
  -- the central second difference is exact for cubics
  linear_combination h1 - 2 * h2 + h3
```

Here `p` is written with four coefficients. The final line combines the three conditions with weights $1,-2,1$. This is the central second difference $E(N-1)-2E(N)+E(N+1)=I-A$, to which the cubic term contributes nothing at $N$.

```lean
/-- For any real `s`, some polynomial of degree at most 3 passes through the three energies
with slope `s` at `N`. -/
theorem cubic_slope_arbitrary (E : ℤ → ℝ) (N : ℤ) (s : ℝ) :
    ∃ p : ℝ[X], p.natDegree ≤ 3 ∧ Interpolates E N p ∧
      (derivative p).eval (N : ℝ) = s := by
  -- add a multiple of the cubic that vanishes at all three electron numbers
  refine ⟨parabola E N + C (-electronegativity E N - s) *
    ((X - C (N : ℝ)) * (X - C ((N : ℝ) - 1)) * (X - C ((N : ℝ) + 1))), ?_, ?_, ?_⟩
  · unfold parabola
    compute_degree!
  · obtain ⟨h1, h2, h3⟩ := parabola_interpolates E N
    refine ⟨?_, ?_, ?_⟩ <;> simp only [eval_add, eval_sub, eval_mul, eval_C, eval_X]
    · linear_combination h1
    · linear_combination h2
    · linear_combination h3
  · rw [derivative_add, eval_add, slope_parabola]
    simp only [derivative_sub, derivative_mul, derivative_C, derivative_X,
      eval_add, eval_sub, eval_mul, eval_C, eval_X, eval_zero, eval_one]
    ring
```

The witness is the parabola plus $(-\chi-s)$ times the cubic $u(u+1)(u-1)=u^3-u$. The added cubic vanishes at all three electron numbers, so the interpolation conditions survive. Its slope at $N$ is $-1$, which changes the total slope from $-\chi$ to $s$. Among interpolants of degree at most 3, the three energies thus determine the hardness but leave the chemical potential free.

## Equal slopes and minimal joint energy

```lean
/-- Energy of two species, each in its parabolic model, after a charge of `q` electrons has
moved from the second (`F`, `N`) to the first (`E`, `M`). -/
def jointEnergy (E F : ℤ → ℝ) (M N : ℤ) (q : ℝ) : ℝ :=
  (parabola E M).eval ((M : ℝ) + q) + (parabola F N).eval ((N : ℝ) - q)
```

`jointEnergy E F M N q` is $W(q)$. It is a sum of two separate parabolas: the species do not interact, and there is no electrostatic term for the charges they acquire. The transfer $q$ may be any real number, including values that carry a species beyond the range of its three energies.

```lean
/-- Electronegativity equalization: for positive total hardness, a charge transfer `q` minimizes
the joint energy exactly when the slopes of the two parabolas agree. -/
theorem electronegativity_equalization (E F : ℤ → ℝ) (M N : ℤ) (q : ℝ)
    (hpos : 0 < hardness E M + hardness F N) :
    (∀ r, jointEnergy E F M N q ≤ jointEnergy E F M N r) ↔
      (derivative (parabola E M)).eval ((M : ℝ) + q) =
        (derivative (parabola F N)).eval ((N : ℝ) - q) := by
  -- the joint energy differs from its value at a stationary `t` by a multiple of `(r - t) ^ 2`
  have key : ∀ t r : ℝ, electronegativity E M - electronegativity F N =
      (hardness E M + hardness F N) * t → jointEnergy E F M N r - jointEnergy E F M N t =
        (hardness E M + hardness F N) / 2 * (r - t) ^ 2 := by
    intro t r ht
    simp only [jointEnergy, eval_parabola]
    linear_combination (-(r - t)) * ht
  rw [slope_parabola, slope_parabola]
  constructor
  · intro h
    have hne := hpos.ne'
    obtain ⟨t, ht⟩ : ∃ t : ℝ, electronegativity E M - electronegativity F N =
        (hardness E M + hardness F N) * t :=
      ⟨(electronegativity E M - electronegativity F N) / (hardness E M + hardness F N),
        by field_simp⟩
    have h1 := key t q ht
    have h2 := h t
    have h3 : (q - t) ^ 2 ≤ 0 := by
      by_contra hc
      have := mul_pos (half_pos hpos) (not_le.mp hc)
      linarith
    have h4 : q - t = 0 := by nlinarith [sq_nonneg (q - t)]
    linear_combination (hardness E M + hardness F N) * h4 - ht
  · intro h r
    have h1 := key q r (by linear_combination -h)
    have h2 := mul_nonneg (half_pos hpos).le (sq_nonneg (r - q))
    linarith
```

The theorem is an equivalence. On the left, $W(q)\le W(r)$ for every real $r$, so $q$ is a global minimizer. On the right, the two parabolas have equal slopes at the electron numbers $M+q$ and $N-q$. This is electronegativity equalization for two non-interacting species in the parabolic model, not for the atoms within a molecule.

The auxiliary statement `key` is the completed square. It takes a transfer $t$ with $\chi_1-\chi_2=(\eta_1+\eta_2)t$ and shows that $W(r)-W(t)=\tfrac12(\eta_1+\eta_2)(r-t)^2$. If $q$ is a minimizer, the proof compares it with this $t$: minimality forces $(q-t)^2\le0$, hence $q=t$, and the slopes agree. Conversely, if the slopes agree at $q$, then $q$ itself can play the role of $t$, and the square is never negative.

```lean
/-- For positive total hardness, the slopes agree exactly at the transfer `(χ₁ - χ₂) / (η₁ + η₂)`,
and this transfer lowers the joint energy by `(χ₁ - χ₂)² / (2 (η₁ + η₂))`. -/
theorem charge_transfer (E F : ℤ → ℝ) (M N : ℤ)
    (hpos : 0 < hardness E M + hardness F N) :
    (∀ q : ℝ, (derivative (parabola E M)).eval ((M : ℝ) + q) =
        (derivative (parabola F N)).eval ((N : ℝ) - q) ↔
      q = (electronegativity E M - electronegativity F N) /
        (hardness E M + hardness F N)) ∧
    jointEnergy E F M N ((electronegativity E M - electronegativity F N) /
        (hardness E M + hardness F N)) =
      jointEnergy E F M N 0 - (electronegativity E M - electronegativity F N) ^ 2 /
        (2 * (hardness E M + hardness F N)) := by
  have hne := hpos.ne'
  constructor
  · intro q
    rw [slope_parabola, slope_parabola, eq_div_iff hne]
    constructor <;> intro h <;> linear_combination h
  · simp only [jointEnergy, eval_parabola]
    field_simp
    ring

end

end ParabolicChemicalPotential
```

The first part solves the equation of slopes for $q$, using positive total hardness to divide by $\eta_1+\eta_2$. The second part inserts the solution into the joint energy and obtains the drop $(\chi_1-\chi_2)^2/(2(\eta_1+\eta_2))$ relative to $q=0$. When the electronegativities are equal, both the transfer and the drop are zero. When they differ, the transfer is positive if $\chi_1>\chi_2$, so electrons move to the more electronegative species.

```lean
#print axioms ParabolicChemicalPotential.chemical_potential_and_hardness
#print axioms ParabolicChemicalPotential.cubic_slope_arbitrary
#print axioms ParabolicChemicalPotential.electronegativity_equalization
#print axioms ParabolicChemicalPotential.charge_transfer
```

```
'ParabolicChemicalPotential.chemical_potential_and_hardness' depends on axioms: [propext, Classical.choice, Quot.sound]
'ParabolicChemicalPotential.cubic_slope_arbitrary' depends on axioms: [propext, Classical.choice, Quot.sound]
'ParabolicChemicalPotential.electronegativity_equalization' depends on axioms: [propext, Classical.choice, Quot.sound]
'ParabolicChemicalPotential.charge_transfer' depends on axioms: [propext, Classical.choice, Quot.sound]
```
